# Fourier-mode amplitudes on a finite ring are values of its standard additive character

On a ring of N beads, with N a positive integer, the k-th Fourier mode has amplitude exp(2πijk/N) on bead j, where j and k in the exponent are the representatives from 0 to N − 1. The declaration states that this amplitude equals the standard additive character of the integers modulo N, evaluated at the product jk taken modulo N. The modes are unnormalised: every amplitude has modulus one, and a mode of unit norm would carry a further factor 1/√N. The proof takes the exponential formula for the character at an integer, applies it to the product of the two representatives, and identifies that integer's residue with jk. It then unfolds the mode and asks `simp only` to make the two exponentials agree.

This version doesn't compile in Lean 4 with Mathlib:

```lean
import Mathlib

open Matrix
open scoped Real

namespace ModeEqChar

noncomputable section

variable {N : ℕ} [NeZero N]

/-- The `k`-th normal mode, with amplitude `exp(2πijk/N)` on bead `j`. -/
def mode (k : ZMod N) : ZMod N → ℂ := fun j =>
  Complex.exp (2 * π * Complex.I * ((j.val : ℂ) * (k.val : ℂ)) / N)

/-- The mode amplitude is the standard additive character of the ring evaluated at `jk`. -/
theorem mode_eq_char (k j : ZMod N) : mode k j = ZMod.stdAddChar (j * k) := by
  have h := ZMod.stdAddChar_coe (N := N) ((j.val * k.val : ℕ) : ℤ)
  have e : (((j.val * k.val : ℕ) : ℤ) : ZMod N) = j * k := by
    rw [Int.cast_natCast, Nat.cast_mul, ZMod.natCast_zmod_val, ZMod.natCast_zmod_val]
  rw [e] at h
  simp only [mode, h, Int.cast_natCast, Nat.cast_mul]

end

end ModeEqChar
```

Compiling this gives:

```
Main.lean:17:76: error: unsolved goals
N : ℕ
inst✝ : NeZero N
k j : ZMod N
h : ZMod.stdAddChar (j * k) = Complex.exp (2 * ↑π * Complex.I * ↑↑(j.val * k.val) / ↑N)
e : ↑↑(j.val * k.val) = j * k
⊢ Complex.exp (2 * ↑π * Complex.I * (↑j.val * ↑k.val) / ↑N) = Complex.exp (2 * ↑π * Complex.I * ↑(↑j.val * ↑k.val) / ↑N)
Main.lean:22:22: warning: This simp argument is unused:
  Int.cast_natCast

Hint: Omit it from the simp argument list.
  [apply] simp only [mode, h, Nat.cast_mul]

Note: This linter can be disabled with `set_option linter.unusedSimpArgs false`
```

As a diff, the version that Lean accepts:

```diff
@@ -20,5 +20,5 @@
     rw [Int.cast_natCast, Nat.cast_mul, ZMod.natCast_zmod_val, ZMod.natCast_zmod_val]
   rw [e] at h
-  simp only [mode, h, Int.cast_natCast, Nat.cast_mul]
+  simp only [mode, h, Int.cast_natCast, Nat.cast_mul, Int.cast_mul]
 
 end
```

What went wrong. The error leaves two exponentials that differ only in their casts. On the right, the product of representatives began as a natural number, cast to the integers and then to the complex numbers. `simp only` rewrote the inner cast first: `Nat.cast_mul` turned it into a product of two integer casts. The outer cast then stood over a product, whereas `Int.cast_natCast` needs a single natural number cast to the integers. It could not fire, and no lemma in the list could split the outer cast. This is also why the warning calls `Int.cast_natCast` unused.

The repair adds `Int.cast_mul`, which carries the outer cast through the product. Each factor is now a natural number cast through the integers, so `Int.cast_natCast` reduces it to a direct complex cast. The two sides then coincide and the goal closes. The lemma named in the warning is therefore needed after all, and the repair rightly keeps it.
